# On a finite Markov chain with a reachable absorbing set, $Q\tau=-1$ has exactly one solution, and it is positive

Take a finite continuous-time chain with nonnegative jump rates and a set $A$ of absorbing states. Suppose that $A$ can be reached along positive rates from every state outside it. Then the block $Q$ of the backward generator on the states outside $A$ is invertible, and the equation $Q\tau=-1$ has exactly one solution, which is strictly positive. Conversely, if $Q$ is invertible, then $A$ is reachable from every state outside it.

## Mean waiting times as a linear system

Let $S$ be the finite set of states and $w_{xy}\ge 0$ the rate of jumps from $x$ to $y$. States outside $A$ are called transient. Let $\tau_x$ be the mean time to enter $A$ from a transient state $x$, and $k_x=\sum_{y\ne x}w_{xy}$ the total escape rate. If $k_x>0$ and the mean times are finite, the chain waits for a mean time $1/k_x$ and then jumps to $y$ with probability $w_{xy}/k_x$, so

$$\tau_x=\frac1{k_x}+\sum_{y\ne x}\frac{w_{xy}}{k_x}\,\tau_y,\qquad \tau_y=0\ \text{for } y\in A.$$

Multiplying by $k_x$ and rearranging gives $\sum_y w_{xy}(\tau_y-\tau_x)=-1$, which is $Q\tau=-1$. For simulation practice, the result tells when this linear system is well posed in a finite Markov model with constant rates.

## The generator and its transient block

The backward generator is $L_{xy}=w_{xy}-\delta_{xy}\sum_z w_{xz}$. On a function $f$ it acts as

$$(Lf)_x=\sum_y w_{xy}f_y-\Big(\sum_z w_{xz}\Big)f_x=\sum_y w_{xy}(f_y-f_x),$$

and a diagonal rate $w_{xx}$ cancels. For a function $f$ on the transient states, let $\bar f$ equal $f$ there and zero on $A$. The states in $A$ add nothing to $\sum_y L_{xy}\bar f_y$, hence for transient $x$

$$(Qf)_x=\sum_{y\in S}w_{xy}(\bar f_y-\bar f_x).$$

## A negative minimum would spread to the absorbing set

In this section and the next, assume that $A$ can be reached along positive rates from every state outside it. Let $h\ge0$ on $A$ and $(Lh)_x\le0$ for every $x\notin A$. Then $h\ge0$ everywhere.

Suppose not, and let $m$ be a state where $h$ is minimal, so $h_m<0$ and $m\notin A$. Let $b$ be any state with $h_b=h_m$. It also lies outside $A$. Every term $w_{by}(h_y-h_b)$ is nonnegative, while their sum is at most zero, so every term vanishes. If $w_{bc}>0$, then $h_c=h_b=h_m$. Following a path of positive rates from $m$ to some $a\in A$ gives $h_a=h_m<0$, a contradiction.

Applied to $\bar f$, this shows that $Qf\le0$ implies $f\ge0$.

## Invertibility and positivity

If $Qf=Qg$, then $Q(f-g)=0$ and $Q(g-f)=0$. Both differences are therefore nonnegative, and $f=g$. An injective square matrix is invertible, so $Q\tau=-1$ has exactly one solution.

Since $Q\tau\le0$, we have $\tau\ge0$. If $\tau_x=0$ for some $x$, then $(Q\tau)_x=\sum_y w_{xy}\bar\tau_y\ge0$, which contradicts $(Q\tau)_x=-1$. Thus $\tau_x>0$ for every transient $x$.

## The converse, the inverse and an upper bound

Let $Q\tau=-1$ have a solution, and suppose that some states cannot reach $A$. Among these, let $m$ minimise $\bar\tau$. A jump of positive rate from $m$ leads only to states that cannot reach $A$ either, so $w_{my}(\bar\tau_y-\bar\tau_m)\ge0$ for all $y$. Then $(Q\tau)_m\ge0$, a contradiction. An invertible $Q$ provides such a solution, so invertibility implies reachability.

With reachability, fix a transient $y$ and set $g_z=-(Q^{-1})_{zy}$. Then $(Qg)_z=-\delta_{zy}\le0$, so $g\ge0$: all entries of $Q^{-1}$ are nonpositive.

Finally, if $Q\sigma\le-1$ in every component, then $Q(\sigma-\tau)\le0$ and $\tau\le\sigma$. A trial function thus gives an upper bound on the solution.

## Two small failures

Without reachability, let states 1 and 2 exchange at rate $k>0$, with no jumps to $A$. The equations are $k(\tau_2-\tau_1)=-1$ and $k(\tau_1-\tau_2)=-1$. Their sum reads $0=-2$, so there is no solution.

Without nonnegative rates, take one transient state 1 and two absorbing states $a,b$ with $w_{1a}=1$ and $w_{1b}=-2$. The set $A$ is reachable through $a$, but $Q=(1)$ and $\tau_1=-1$.

## How the Lean statement encodes the chain

The type `S` is the finite state space, `A : Finset S` the absorbing set, and `w x y` the rate from `x` to `y`. With this convention the rows of `generator w` sum to zero; the master equation for probabilities uses the transpose. The subtype `{x // x ∉ A}` holds the transient states, and `transientBlock w A` is $Q$. Absorption is expressed by deleting the rows and columns of $A$, so rates out of $A$ need not be zero.

The hypothesis `hw` says that all rates are nonnegative. `Reaches w A x` says that a finite chain of positive rates leads from `x` to a member of `A`, and `hreach` demands this for every `x` outside `A`. In `first_passage_equation`, `IsUnit` means that the matrix is invertible; the rest gives a `τ` that solves the equation, is positive at each transient state and equals every other solution `σ`. The number $-1$ is dimensionless, so $\tau$ has the unit of inverse rates.

Detailed balance is not assumed. Infinite state spaces and time-dependent rates are not covered. The theorems concern the linear equation; its reading as a mean time rests on the waiting-time argument above, since the file constructs no random process.

## The complete file

```lean
import Mathlib

open Matrix

namespace FirstPassageTimes

noncomputable section

variable {S : Type*} [Fintype S] [DecidableEq S]

/-- The backward generator of the chain with jump rates `w x y` from `x` to `y`:
the rates, minus the total rate out of `x` on the diagonal (a rate `w x x` cancels). -/
def generator (w : S → S → ℝ) : Matrix S S ℝ :=
  Matrix.of fun x y => w x y - if x = y then ∑ z, w x z else 0

/-- The block of the backward generator on the transient states, those outside `A`. -/
def transientBlock (w : S → S → ℝ) (A : Finset S) :
    Matrix {x // x ∉ A} {x // x ∉ A} ℝ :=
  (generator w).submatrix Subtype.val Subtype.val

/-- The set `A` can be reached from `x` by a finite sequence of jumps with positive rates. -/
def Reaches (w : S → S → ℝ) (A : Finset S) (x : S) : Prop :=
  ∃ a ∈ A, Relation.ReflTransGen (fun y z => 0 < w y z) x a

/-- A function on the transient states, continued by zero to the absorbing set. -/
def extendZero (A : Finset S) (f : {x // x ∉ A} → ℝ) (x : S) : ℝ :=
  if h : x ∈ A then 0 else f ⟨x, h⟩

variable {w : S → S → ℝ} {A : Finset S}

omit [Fintype S] in
/-- On a transient state the continued function has its original value. -/
lemma extendZero_coe (f : {x // x ∉ A} → ℝ) (x : {x // x ∉ A}) :
    extendZero A f x = f x := dif_neg x.2

/-- The backward generator sums the changes of an observable over all jumps,
weighted by their rates. -/
theorem generator_mulVec (w : S → S → ℝ) (f : S → ℝ) (x : S) :
    (generator w *ᵥ f) x = ∑ y, w x y * (f y - f x) := by
  simp only [Matrix.mulVec, dotProduct, generator, Matrix.of_apply, sub_mul, ite_mul,
    zero_mul, Finset.sum_sub_distrib, Finset.sum_ite_eq, Finset.mem_univ, if_true,
    mul_sub, Finset.sum_mul]

/-- The transient block acts as the full backward generator does on functions
that vanish on the absorbing set. -/
theorem transientBlock_mulVec (f : {x // x ∉ A} → ℝ) (x : {x // x ∉ A}) :
    (transientBlock w A *ᵥ f) x
      = ∑ y, w x y * (extendZero A f y - extendZero A f x) := by
  rw [← generator_mulVec]
  have h1 : ∑ y ∈ Aᶜ, generator w x y * extendZero A f y
      = ∑ y : {y // y ∉ A}, generator w x y * extendZero A f y :=
    Finset.sum_subtype Aᶜ (fun y => Finset.mem_compl)
      (fun y => generator w x y * extendZero A f y)
  have h2 : ∑ y ∈ Aᶜ, generator w x y * extendZero A f y
      = ∑ y, generator w x y * extendZero A f y := by
    apply Finset.sum_subset (Finset.subset_univ _)
    intro y _ hy
    have hyA : y ∈ A := by simpa using hy
    simp [extendZero, hyA]
  simp only [extendZero_coe] at h1
  exact h1.symm.trans h2

omit [DecidableEq S] in
/-- Minimum principle: if `A` is reachable from every other state, an observable that is
nonnegative on `A` and does not increase on average outside `A` is nonnegative everywhere. -/
theorem minimum_principle (hw : ∀ x y, 0 ≤ w x y) (hreach : ∀ x, x ∉ A → Reaches w A x)
    {h : S → ℝ} (hA : ∀ a ∈ A, 0 ≤ h a)
    (hL : ∀ x, x ∉ A → ∑ y, w x y * (h y - h x) ≤ 0) (x : S) : 0 ≤ h x := by
  by_contra hx
  obtain ⟨m, -, hm⟩ := Finset.exists_min_image Finset.univ h ⟨x, Finset.mem_univ x⟩
  have hneg : h m < 0 := lt_of_le_of_lt (hm x (Finset.mem_univ x)) (not_le.mp hx)
  -- a negative minimum spreads along every jump of positive rate
  have key : ∀ b, Relation.ReflTransGen (fun y z => 0 < w y z) m b → h b = h m := by
    intro b hb
    induction hb with
    | refl => rfl
    | @tail b c _ hbc ih =>
      have hpos : 0 < w b c := hbc
      have hbA : b ∉ A := fun hb => by linarith [hA b hb]
      have hterm := Finset.single_le_sum (f := fun y => w b y * (h y - h b))
        (fun y _ => mul_nonneg (hw b y) (by linarith [hm y (Finset.mem_univ y)]))
        (Finset.mem_univ c)
      have hle : w b c * (h c - h b) ≤ 0 := hterm.trans (hL b hbA)
      have hc : h c - h b ≤ 0 := by
        by_contra hc
        linarith [mul_pos hpos (not_le.mp hc)]
      linarith [hm c (Finset.mem_univ c)]
  have hmA : m ∉ A := fun hmem => by linarith [hA m hmem]
  obtain ⟨a, ha, hpath⟩ := hreach m hmA
  linarith [hA a ha, key a hpath]

/-- If `A` is reachable from every other state, a function on the transient states
with `Q f ≤ 0` is nonnegative. -/
theorem nonneg_of_block_nonpos (hw : ∀ x y, 0 ≤ w x y)
    (hreach : ∀ x, x ∉ A → Reaches w A x) {f : {x // x ∉ A} → ℝ}
    (hf : ∀ x, (transientBlock w A *ᵥ f) x ≤ 0) (x : {x // x ∉ A}) : 0 ≤ f x := by
  rw [← extendZero_coe f x]
  refine minimum_principle hw hreach (fun a ha => by simp [extendZero, ha]) ?_ x
  intro y hy
  have h := hf ⟨y, hy⟩
  rw [transientBlock_mulVec] at h
  exact h

/-- If the absorbing set is reachable from every other state, the transient block `Q` is
invertible, and `Q τ = -1` has exactly one solution, which is strictly positive. -/
theorem first_passage_equation (hw : ∀ x y, 0 ≤ w x y)
    (hreach : ∀ x, x ∉ A → Reaches w A x) :
    IsUnit (transientBlock w A) ∧
      ∃ τ : {x // x ∉ A} → ℝ, transientBlock w A *ᵥ τ = (fun _ => -1) ∧
        (∀ x, 0 < τ x) ∧
        ∀ σ, transientBlock w A *ᵥ σ = (fun _ => -1) → σ = τ := by
  -- the comparison property in both directions gives injectivity
  have hinj : Function.Injective (transientBlock w A).mulVec := by
    intro f g hfg
    have hfg' : transientBlock w A *ᵥ f = transientBlock w A *ᵥ g := hfg
    funext x
    have h1 := nonneg_of_block_nonpos hw hreach (f := f - g)
      (fun y => by rw [Matrix.mulVec_sub, hfg', sub_self]; exact le_refl _) x
    have h2 := nonneg_of_block_nonpos hw hreach (f := g - f)
      (fun y => by rw [Matrix.mulVec_sub, hfg', sub_self]; exact le_refl _) x
    simp only [Pi.sub_apply] at h1 h2
    linarith
  have hunit := Matrix.mulVec_injective_iff_isUnit.mp hinj
  obtain ⟨τ, hτ⟩ := Matrix.mulVec_surjective_iff_isUnit.mpr hunit (fun _ => -1)
  have hτ' : transientBlock w A *ᵥ τ = (fun _ => -1) := hτ
  have hnn := nonneg_of_block_nonpos hw hreach (f := τ)
    (fun y => by rw [hτ']; norm_num)
  refine ⟨hunit, τ, hτ', fun x => ?_, fun σ hσ => hinj (hσ.trans hτ'.symm)⟩
  -- a zero of `τ` would be a minimum, where `Q τ` cannot be negative
  by_contra hx
  have hx0 : τ x = 0 := le_antisymm (not_lt.mp hx) (hnn x)
  have h := congrFun hτ' x
  rw [transientBlock_mulVec, extendZero_coe, hx0] at h
  have hsum : 0 ≤ ∑ y, w x y * (extendZero A τ y - 0) := by
    refine Finset.sum_nonneg fun y _ => mul_nonneg (hw x y) ?_
    rw [sub_zero]
    unfold extendZero
    split_ifs with hy
    · exact le_refl _
    · exact hnn ⟨y, hy⟩
  linarith

/-- Converse: if `Q τ = -1` has any solution, the absorbing set is reachable from
every other state. -/
theorem reaches_of_solution (hw : ∀ x y, 0 ≤ w x y) {τ : {x // x ∉ A} → ℝ}
    (hτ : transientBlock w A *ᵥ τ = (fun _ => -1)) (x : S) : x ∉ A → Reaches w A x := by
  classical
  intro _
  by_contra hx
  -- minimise over the states that cannot reach `A`; no jump leaves this set
  obtain ⟨m, hmC, hm⟩ := Finset.exists_min_image
    (Finset.univ.filter fun y => ¬ Reaches w A y) (extendZero A τ)
    ⟨x, Finset.mem_filter.mpr ⟨Finset.mem_univ x, hx⟩⟩
  have hmR : ¬ Reaches w A m := (Finset.mem_filter.mp hmC).2
  have hmA : m ∉ A := fun h => hmR ⟨m, h, Relation.ReflTransGen.refl⟩
  have h := congrFun hτ ⟨m, hmA⟩
  rw [transientBlock_mulVec] at h
  have hsum : 0 ≤ ∑ y, w m y * (extendZero A τ y - extendZero A τ m) := by
    refine Finset.sum_nonneg fun y _ => ?_
    rcases (hw m y).eq_or_lt with h0 | hpos
    · rw [← h0, zero_mul]
    · have hyR : ¬ Reaches w A y := fun ⟨a, ha, hp⟩ =>
        hmR ⟨a, ha, Relation.ReflTransGen.head hpos hp⟩
      exact mul_nonneg hpos.le
        (sub_nonneg.mpr (hm y (Finset.mem_filter.mpr ⟨Finset.mem_univ y, hyR⟩)))
  linarith

/-- The transient block is invertible exactly when the absorbing set is reachable from
every other state. -/
theorem isUnit_block_iff (hw : ∀ x y, 0 ≤ w x y) :
    IsUnit (transientBlock w A) ↔ ∀ x, x ∉ A → Reaches w A x := by
  refine ⟨fun hunit => ?_, fun hreach => (first_passage_equation hw hreach).1⟩
  obtain ⟨τ, hτ⟩ := Matrix.mulVec_surjective_iff_isUnit.mpr hunit (fun _ => -1)
  exact reaches_of_solution hw hτ

/-- If the absorbing set is reachable from every other state, all entries of the inverse
of the transient block are nonpositive. -/
theorem inverse_block_nonpos (hw : ∀ x y, 0 ≤ w x y)
    (hreach : ∀ x, x ∉ A → Reaches w A x) (x y : {x // x ∉ A}) :
    (transientBlock w A)⁻¹ x y ≤ 0 := by
  have hdet := (Matrix.isUnit_iff_isUnit_det _).mp (first_passage_equation hw hreach).1
  -- minus a column of the inverse is mapped to minus a unit vector
  have h := nonneg_of_block_nonpos hw hreach
    (f := fun z => -(transientBlock w A)⁻¹ z y) (fun z => by
      have hz : (transientBlock w A *ᵥ fun z => -(transientBlock w A)⁻¹ z y) z
          = -((transientBlock w A * (transientBlock w A)⁻¹) z y) := by
        simp only [Matrix.mulVec, dotProduct, Matrix.mul_apply, mul_neg,
          Finset.sum_neg_distrib]
      rw [hz, Matrix.mul_nonsing_inv _ hdet, Matrix.one_apply]
      split_ifs <;> norm_num) x
  linarith

/-- If the absorbing set is reachable from every other state, any trial function `σ` with
`Q σ ≤ -1` is an upper bound on the solution of `Q τ = -1`. -/
theorem solution_le_trial (hw : ∀ x y, 0 ≤ w x y)
    (hreach : ∀ x, x ∉ A → Reaches w A x) {τ σ : {x // x ∉ A} → ℝ}
    (hτ : transientBlock w A *ᵥ τ = (fun _ => -1))
    (hσ : ∀ x, (transientBlock w A *ᵥ σ) x ≤ -1) (x : {x // x ∉ A}) : τ x ≤ σ x := by
  have h := nonneg_of_block_nonpos hw hreach (f := σ - τ) (fun y => by
    rw [Matrix.mulVec_sub, hτ, Pi.sub_apply]
    linarith [hσ y]) x
  rw [Pi.sub_apply] at h
  linarith

end

end FirstPassageTimes
```

```lean
#print axioms FirstPassageTimes.reaches_of_solution
-- 'FirstPassageTimes.reaches_of_solution' depends on axioms: [propext, Classical.choice, Quot.sound]
#print axioms FirstPassageTimes.isUnit_block_iff
-- 'FirstPassageTimes.isUnit_block_iff' depends on axioms: [propext, Classical.choice, Quot.sound]
#print axioms FirstPassageTimes.inverse_block_nonpos
-- 'FirstPassageTimes.inverse_block_nonpos' depends on axioms: [propext, Classical.choice, Quot.sound]
#print axioms FirstPassageTimes.solution_le_trial
-- 'FirstPassageTimes.solution_le_trial' depends on axioms: [propext, Classical.choice, Quot.sound]
```

## How the proof follows the derivation

`generator_mulVec` is the rewriting of $Lf$ as a sum of differences. `transientBlock_mulVec` does the same for $Q$: `h1` turns the sum over the complement of `A` into a sum over the subtype, and `h2` extends it to all states, because `extendZero` vanishes on `A`.

In `minimum_principle`, `Finset.exists_min_image` supplies the minimum `m`. The statement `key` says that every state reached from `m` has the same value of `h`, and is proved by induction along the path. In the induction step, `Finset.single_le_sum` bounds the one term for the jump from `b` to `c` by the whole sum, which is at most zero. As the rate is positive, `h c` cannot exceed `h b`, and minimality gives equality. `nonneg_of_block_nonpos` transfers the principle to functions on the transient states.

`first_passage_equation` applies that lemma to `f - g` and `g - f` to obtain `hinj`. Mathlib's equivalences between injectivity, surjectivity and invertibility of a square matrix then yield `hunit` and the solution `τ`. The last part assumes that `τ x` is not positive, deduces that it is zero, and contradicts the equation through `hsum`.

`reaches_of_solution` takes the minimum over the filtered set of states that cannot reach `A`. For each `y` it separates zero from positive rates; in the positive case, `Relation.ReflTransGen.head` would put the jump in front of a path from `y` to `A`, so `y` cannot reach `A` either. `isUnit_block_iff` combines the two directions.

`inverse_block_nonpos` applies the comparison lemma to minus a column of the inverse, and `solution_le_trial` applies it to `σ - τ`.
